# A nonzero trial state ψ is a variational ground state of |q⟩⟨ψ| + |ψ⟩⟨q| − |ψ⟩⟨ψ| within the trial space if q is orthogonal to that space

Let ψ be a nonzero linear combination of finitely many vectors `v i` in a complex inner product space, and let q be orthogonal to their span, the trial space. The theorem `testHamiltonian_isLowestRitzPair` says that ψ is then a variational ground state of H = |q⟩⟨ψ| + |ψ⟩⟨q| − |ψ⟩⟨ψ| with energy −‖ψ‖²: the residual (H + ‖ψ‖²)ψ is orthogonal to every `v i`, and no normalised trial state has a lower energy expectation. Neither ψ nor the `v i` need be normalised, so the bound is stated as −‖ψ‖²‖x‖² ≤ Re⟨x, Hx⟩ for every trial vector x. The proof computes the residual as ‖ψ‖² q, which is orthogonal to the trial space, and gets the energy bound from the Cauchy-Schwarz inequality.

An attempt in Lean 4 with a fault in it:

```lean
import Mathlib

open scoped InnerProductSpace

namespace TestHamiltonianIsLowestRitzPair

noncomputable section

variable {V : Type*} [NormedAddCommGroup V] [InnerProductSpace ℂ V]
variable {ι : Type*} [Fintype ι]

/-- The vector `∑ i, c i • v i` with coefficients `c` in the family `v`. -/
def trial (v : ι → V) (c : ι → ℂ) : V := ∑ i, c i • v i

/-- The trial space: all linear combinations of the basis functions `v i`. -/
abbrev trialSpace (v : ι → V) : Submodule ℂ V := Submodule.span ℂ (Set.range v)

/-- The residual `(A - e) ψ` of an approximate eigenpair. -/
def residual (A : V →ₗ[ℂ] V) (e : ℝ) (ψ : V) : V := A ψ - (e : ℂ) • ψ

/-- A Ritz pair of `A` in the basis `v`: a nonzero trial state whose residual is orthogonal
to every basis function. -/
def IsRitzPair (A : V →ₗ[ℂ] V) (v : ι → V) (e : ℝ) (c : ι → ℂ) : Prop :=
  trial v c ≠ 0 ∧ ∀ j, ⟪v j, residual A e (trial v c)⟫_ℂ = 0

/-- A variational ground state: a Ritz pair whose energy `e` is a lower bound for the energy
expectation on the trial space. -/
def IsLowestRitzPair (A : V →ₗ[ℂ] V) (v : ι → V) (e : ℝ) (c : ι → ℂ) : Prop :=
  IsRitzPair A v e c ∧
    ∀ d, e * ‖trial v d‖ ^ 2 ≤ (⟪trial v d, A (trial v d)⟫_ℂ).re

/-- The test Hamiltonian `|q⟩⟨ψ| + |ψ⟩⟨q| - |ψ⟩⟨ψ|`. -/
def testHamiltonian (ψ q : V) : V →ₗ[ℂ] V where
  toFun x := ⟪ψ, x⟫_ℂ • (q - ψ) + ⟪q, x⟫_ℂ • ψ
  map_add' x y := by
    simp only [inner_add_right]
    module
  map_smul' a x := by
    simp only [inner_smul_right, RingHom.id_apply]
    module

private lemma testHamiltonian_apply (ψ q x : V) :
    testHamiltonian ψ q x = ⟪ψ, x⟫_ℂ • (q - ψ) + ⟪q, x⟫_ℂ • ψ := rfl

private lemma inner_self_ofReal (x : V) : ⟪x, x⟫_ℂ = ((‖x‖ ^ 2 : ℝ) : ℂ) := by
  rw [Complex.ofReal_pow]
  exact inner_self_eq_norm_sq_to_K x

private lemma trial_mem (v : ι → V) (c : ι → ℂ) : trial v c ∈ trialSpace v :=
  Submodule.sum_mem _ fun i _ =>
    Submodule.smul_mem _ _ (Submodule.subset_span ⟨i, rfl⟩)

/-- If `q` is orthogonal to `ψ`, the test Hamiltonian at energy `-‖ψ‖²` has the residual
`‖ψ‖² q` in the state `ψ`. -/
theorem residual_testHamiltonian {ψ q : V} (h : ⟪q, ψ⟫_ℂ = 0) :
    residual (testHamiltonian ψ q) (-‖ψ‖ ^ 2) ψ = ((‖ψ‖ ^ 2 : ℝ) : ℂ) • q := by
  rw [residual, testHamiltonian_apply, h, inner_self_ofReal, Complex.ofReal_neg]
  module

/-- If `q` is orthogonal to the trial space, any nonzero trial state `ψ` is a variational
ground state of the test Hamiltonian, with energy `-‖ψ‖²`. -/
theorem testHamiltonian_isLowestRitzPair {v : ι → V} {c : ι → ℂ} {q : V}
    (hq : q ∈ (trialSpace v)ᗮ) (hc : trial v c ≠ 0) :
    IsLowestRitzPair (testHamiltonian (trial v c) q) v (-‖trial v c‖ ^ 2) c := by
  refine ⟨⟨hc, fun j => ?_⟩, fun d => ?_⟩
  · rw [residual_testHamiltonian (Submodule.inner_left_of_mem_orthogonal (trial_mem v c) hq),
      inner_smul_right, Submodule.inner_right_of_mem_orthogonal
        (Submodule.subset_span ⟨j, rfl⟩) hq, mul_zero]
  · -- on the trial space only the attractive part `-|ψ⟩⟨ψ|` contributes
    have h1 := Submodule.inner_left_of_mem_orthogonal (trial_mem v d) hq
    have h2 := Submodule.inner_right_of_mem_orthogonal (trial_mem v d) hq
    generalize trial v d = x at *
    generalize trial v c = ψ at *
    have h3 : ⟪x, testHamiltonian ψ q x⟫_ℂ = -(⟪ψ, x⟫_ℂ * ⟪x, ψ⟫_ℂ) := by
      rw [testHamiltonian_apply, inner_add_right, inner_smul_right, inner_smul_right,
        inner_sub_right, h1, h2]
      ring
    -- Cauchy-Schwarz bounds it from below
    have h4 : (⟪ψ, x⟫_ℂ * ⟪x, ψ⟫_ℂ).re ≤ (‖ψ‖ * ‖x‖) * (‖x‖ * ‖ψ‖) := by
      refine (Complex.re_le_norm _).trans ?_
      rw [norm_mul]
      exact mul_le_mul (norm_inner_le_norm ψ x) (norm_inner_le_norm x ψ)
        (norm_nonneg _) (by positivity)
    rw [h3, Complex.neg_re]
    nlinarith [h4]

end

end TestHamiltonianIsLowestRitzPair
```

The error:

```
Main.lean:68:31: error: Invalid `⟨...⟩` notation: The expected type of this term could not be determined
```

What went wrong. The error is in the step showing that the residual is orthogonal to `v j`. There `Submodule.inner_right_of_mem_orthogonal` needs a proof that `v j` lies in the trial space, and the attempt gives `Submodule.subset_span ⟨j, rfl⟩`. The brackets `⟨j, rfl⟩` can only be read once Lean knows what they should prove, here that a vector is in the range of `v`. But nothing in this argument names the vector or the set, and `hq`, which mentions the trial space, only comes after it. The expected type was still undetermined when Lean had to read the brackets, hence the message. In `trial_mem` the same notation works because the goal there already fixes both.

The repair states the type outright, `v j ∈ trialSpace v`, which fixes the vector and the subspace. It also replaces the brackets by the named lemma `Set.mem_range_self j`, which says that `v j` is in the range of `v`.

The reworded comment is mere tidying.

Lean accepts the file once it reads:

```diff
@@ -66,6 +66,6 @@
   · rw [residual_testHamiltonian (Submodule.inner_left_of_mem_orthogonal (trial_mem v c) hq),
       inner_smul_right, Submodule.inner_right_of_mem_orthogonal
-        (Submodule.subset_span ⟨j, rfl⟩) hq, mul_zero]
-  · -- on the trial space only the attractive part `-|ψ⟩⟨ψ|` contributes
+        (Submodule.subset_span (Set.mem_range_self j) : v j ∈ trialSpace v) hq, mul_zero]
+  · -- in a trial state only the part `-|ψ⟩⟨ψ|` contributes to the energy expectation
     have h1 := Submodule.inner_left_of_mem_orthogonal (trial_mem v d) hq
     have h2 := Submodule.inner_right_of_mem_orthogonal (trial_mem v d) hq
```
